# For an adiabatic connection with continuous negative slope, the exact two-endpoint mixing fraction is a mean coupling strength

Q: In one simple form of global hybrid, an integral over coupling strength is replaced by a mixture of its two endpoint values, and I have to choose the mixing fraction. What tells me that a correct fraction exists, and that it lies between 0 and 1?

A: The slope of the curve does, if it is continuous and negative. Let $\lambda\in[0,1]$ scale the electron-electron repulsion while the density is held fixed, and let $W(\lambda)$ be the expectation value of the unscaled repulsion in the corresponding ground state, minus the Hartree energy. The exchange-correlation energy is $\int_0^1 W\,d\lambda$, and $W(0)$ is the exact exchange energy. If $W$ has a continuous derivative $W'<0$ on $[0,1]$, exactly one real $b$ satisfies

$$\int_0^1 W\,d\lambda = b\,W(0)+(1-b)\,W(1),\qquad b=\frac{\int_0^1\lambda\,(-W'(\lambda))\,d\lambda}{\int_0^1(-W'(\lambda))\,d\lambda},\qquad 0<b<1.$$

Q: Show me by hand first.

A: Write $D=W(0)-W(1)$ for the drop of the curve and $M=\int_0^1\lambda(-W')\,d\lambda$ for the first moment of its negative slope. The fundamental theorem of calculus gives the total weight,

$$\int_0^1(-W')\,d\lambda=W(0)-W(1)=D.$$

For the moment, use $(\lambda W)'=W+\lambda W'$. Integrating from 0 to 1 gives $W(1)=\int_0^1W\,d\lambda-M$, so

$$M=\int_0^1W\,d\lambda-W(1).$$

Now subtract $W(1)$ from both sides of the mixing equation. It becomes $M=bD$. Since $-W'>0$, we have $D>0$, and the only solution is $b=M/D$.

For the bounds, $\lambda(-W')$ is positive for $0<\lambda<1$, so $M>0$. The same holds for $(1-\lambda)(-W')$, whose integral is $D-M$, so $M<D$. Hence $0<b<1$.

Q: That is calculus. Where does the physics enter the formal version?

A: Through the assumptions on $W$. After the usual preamble, they are collected in one structure.

In Lean 4 with Mathlib:

```lean
import Mathlib

open Set MeasureTheory

namespace TwoLeggedHybrid

noncomputable section

/-- An adiabatic connection integrand `W` on `[0,1]` with continuous, strictly negative
slope `W'`; at the endpoints the derivative is one-sided. -/
structure DecreasingIntegrand (W W' : ℝ → ℝ) : Prop where
  deriv : ∀ x ∈ Icc (0 : ℝ) 1, HasDerivWithinAt W (W' x) (Icc 0 1) x
  cont : ContinuousOn W' (Icc 0 1)
  neg : ∀ x ∈ Icc (0 : ℝ) 1, W' x < 0
```

Q: I see two real functions, and no electrons.

A: Correct. `W` is the integrand for one fixed density, and `W'` is a second function whose name is only a name until `deriv` says that it is the derivative of `W`. The set `Icc 0 1` is the closed interval $[0,1]$, and the derivative is taken within it, so it is one-sided at the endpoints. Nothing is asked of `W` outside the interval. The field `cont` makes the slope continuous, and `neg` makes it strictly negative, endpoints included.

Q: Why should a real system obey `neg`?

A: The variational principle gives part of it. The state at coupling $\lambda$ minimises kinetic energy plus $\lambda$ times the repulsion among states with the given density. Comparing the minimisers at two couplings shows that the repulsion energy cannot rise with $\lambda$. Strict decrease and a continuous derivative are further assumptions about the system, and the file takes all of this as hypothesis instead of deriving it from a Hamiltonian.

Q: And the hybrid?

A: It is the endpoint mixture, with `b` the fraction of exact exchange.

```lean
/-- The global hybrid value: a fraction `b` of `W(0)` and a fraction `1 - b` of `W(1)`. -/
def hybridValue (W : ℝ → ℝ) (b : ℝ) : ℝ := b * W 0 + (1 - b) * W 1
```

Here `W 1` is the true full-coupling value. A practical functional of this form puts a density-functional approximation in that place, and the error of that approximation is not part of the model. Many common hybrids use a different formula: they mix exact with approximate exchange and keep the approximate correlation energy whole. The model does not describe those.

The mean is the first moment of a weight divided by its total.

```lean
/-- The mean coupling strength on `[0,1]` with weight `w`, for weights of nonzero integral. -/
def couplingMean (w : ℝ → ℝ) : ℝ :=
  (∫ l in (0 : ℝ)..1, l * w l) / (∫ l in (0 : ℝ)..1, w l)
```

The weight used later is $-W'$, whose total is positive, so the division is an ordinary one. The result says where, on average, the curve falls: a curve that drops early has a small $b$, and one that drops late has a large $b$.

Q: Why "two-legged"?

A: Because the mixture is also the area under a step curve that stays at $W(0)$ up to $\lambda=b$ and at $W(1)$ afterwards.

```lean
/-- The two-legged curve: `W(0)` up to coupling strength `b`, and `W(1)` beyond it. -/
def twoLegged (W : ℝ → ℝ) (b l : ℝ) : ℝ := if l ≤ b then W 0 else W 1

/-- For `b` in `[0,1]` the area under the two-legged curve is the hybrid value with
fraction `b`. -/
theorem integral_twoLegged (W : ℝ → ℝ) {b : ℝ} (hb : b ∈ Icc (0 : ℝ) 1) :
    ∫ l in (0 : ℝ)..1, twoLegged W b l = hybridValue W b := by
  have e1 : EqOn (fun _ : ℝ => W 0) (twoLegged W b) (Ioc 0 b) := by
    intro x hx
    simp [twoLegged, hx.2]
  have e2 : EqOn (fun _ : ℝ => W 1) (twoLegged W b) (Ioc b 1) := by
    intro x hx
    simp [twoLegged, not_le_of_gt hx.1]
  have i1 : IntervalIntegrable (twoLegged W b) volume 0 b :=
    (intervalIntegrable_iff_integrableOn_Ioc_of_le hb.1).2
      (((intervalIntegrable_iff_integrableOn_Ioc_of_le hb.1).1
        (continuous_const.intervalIntegrable _ _)).congr_fun e1 measurableSet_Ioc)
  have i2 : IntervalIntegrable (twoLegged W b) volume b 1 :=
    (intervalIntegrable_iff_integrableOn_Ioc_of_le hb.2).2
      (((intervalIntegrable_iff_integrableOn_Ioc_of_le hb.2).1
        (continuous_const.intervalIntegrable _ _)).congr_fun e2 measurableSet_Ioc)
  -- each leg is a rectangle
  have a1 : ∫ l in (0 : ℝ)..b, twoLegged W b l = b * W 0 := by
    rw [intervalIntegral.integral_of_le hb.1, ← setIntegral_congr_fun measurableSet_Ioc e1,
      ← intervalIntegral.integral_of_le hb.1, intervalIntegral.integral_const, smul_eq_mul,
      sub_zero]
  have a2 : ∫ l in b..(1 : ℝ), twoLegged W b l = (1 - b) * W 1 := by
    rw [intervalIntegral.integral_of_le hb.2, ← setIntegral_congr_fun measurableSet_Ioc e2,
      ← intervalIntegral.integral_of_le hb.2, intervalIntegral.integral_const, smul_eq_mul]
  rw [← intervalIntegral.integral_add_adjacent_intervals i1 i2, a1, a2, hybridValue]
```

This needs $0\le b\le1$ but no assumption on `W`, since only two values of `W` occur. The proof splits the integral at `b`. The equalities `e1` and `e2` say that the step curve is constant on each leg, `i1` and `i2` give integrability, and `a1` and `a2` are the rectangle areas $bW(0)$ and $(1-b)W(1)$. If $b$ is 0 or 1, one rectangle has zero width and the formula still holds.

Q: Now the two integrals from your derivation. Do they need anything that I would not notice?

A: Only some care at the endpoints. The total weight comes first.

```lean
/-- The total weight `-W'` on `[0,1]` is the drop `W(0) - W(1)` of the integrand. -/
theorem total_weight {W W' : ℝ → ℝ} (h : DecreasingIntegrand W W') :
    ∫ l in (0 : ℝ)..1, -W' l = W 0 - W 1 := by
  have key : ∫ l in (0 : ℝ)..1, W' l = W 1 - W 0 :=
    intervalIntegral.integral_eq_sub_of_hasDerivAt_of_le zero_le_one
      (fun x hx => (h.deriv x hx).continuousWithinAt)
      (fun x hx => (h.deriv x ⟨hx.1.le, hx.2.le⟩).hasDerivAt (Icc_mem_nhds hx.1 hx.2))
      (h.cont.intervalIntegrable_of_Icc zero_le_one)
  rw [intervalIntegral.integral_neg, key]
  ring
```

The version of the fundamental theorem used here asks for continuity on the closed interval and an ordinary derivative in the open one. At an interior point the restriction to the interval is harmless, and `Icc_mem_nhds` turns the derivative within the interval into an ordinary derivative.

The moment uses the product $\lambda W(\lambda)$, just as by hand.

```lean
/-- The first moment of the weight `-W'` is the area under `W` measured from `W(1)`. -/
theorem first_moment {W W' : ℝ → ℝ} (h : DecreasingIntegrand W W') :
    ∫ l in (0 : ℝ)..1, l * -W' l = (∫ l in (0 : ℝ)..1, W l) - W 1 := by
  have cW : ContinuousOn W (Icc 0 1) := fun x hx => (h.deriv x hx).continuousWithinAt
  have c2 : ContinuousOn (fun l => l * W' l) (Icc 0 1) := continuousOn_id.mul h.cont
  have iW := cW.intervalIntegrable_of_Icc (μ := volume) zero_le_one
  have i2 := c2.intervalIntegrable_of_Icc (μ := volume) zero_le_one
  -- integrate the derivative of `l * W l`
  have key : ∫ l in (0 : ℝ)..1, (W l + l * W' l) = 1 * W 1 - 0 * W 0 :=
    intervalIntegral.integral_eq_sub_of_hasDerivAt_of_le (f := fun l => l * W l) zero_le_one
      (continuousOn_id.mul cW)
      (fun x hx => ((hasDerivAt_id' x).fun_mul ((h.deriv x ⟨hx.1.le, hx.2.le⟩).hasDerivAt
        (Icc_mem_nhds hx.1 hx.2))).congr_deriv (by simp))
      (iW.add i2)
  rw [intervalIntegral.integral_add iW i2] at key
  simp only [mul_neg, intervalIntegral.integral_neg]
  linarith
```

The statement `key` is the integrated product rule, with boundary terms $1\cdot W(1)-0\cdot W(0)$. Splitting the integral of the sum and rearranging gives $M=\int_0^1W\,d\lambda-W(1)$.

Q: And the strict inequalities? An integrand that vanishes at an endpoint could spoil them.

A: A zero at one point does not matter. The lemma used here asks for positivity only inside the interval.

```lean
/-- The first moment of the weight `-W'` is positive and smaller than the total weight. -/
theorem moment_bounds {W W' : ℝ → ℝ} (h : DecreasingIntegrand W W') :
    0 < ∫ l in (0 : ℝ)..1, l * -W' l ∧
      ∫ l in (0 : ℝ)..1, l * -W' l < ∫ l in (0 : ℝ)..1, -W' l := by
  have c1 : ContinuousOn (fun l => -W' l) (Icc 0 1) := h.cont.neg
  have c2 : ContinuousOn (fun l => l * -W' l) (Icc 0 1) := continuousOn_id.mul c1
  have i1 := c1.intervalIntegrable_of_Icc (μ := volume) zero_le_one
  have i2 := c2.intervalIntegrable_of_Icc (μ := volume) zero_le_one
  have hn : ∀ x ∈ Ioo (0 : ℝ) 1, 0 < -W' x := fun x hx =>
    neg_pos.2 (h.neg x ⟨hx.1.le, hx.2.le⟩)
  refine ⟨intervalIntegral.intervalIntegral_pos_of_pos_on i2
    (fun x hx => mul_pos hx.1 (hn x hx)) zero_lt_one, ?_⟩
  -- the difference is the integral of `(1 - l) * (-W' l)`
  have hd : 0 < ∫ l in (0 : ℝ)..1, (-W' l - l * -W' l) :=
    intervalIntegral.intervalIntegral_pos_of_pos_on (i1.sub i2)
      (fun x hx => by
        have := mul_pos (sub_pos.2 hx.2) (hn x hx)
        change 0 < -W' x - x * -W' x
        linarith) zero_lt_one
  rw [intervalIntegral.integral_sub i1 i2] at hd
  linarith
```

The first half applies it to $\lambda(-W')$. The second applies it to $-W'-\lambda(-W')$, which is $(1-\lambda)(-W')$, and gives $M<D$. Together they also give $D>0$.

Q: So the mixing equation can be solved.

A: Yes, and it is stated as an equivalence, which carries existence and uniqueness at once.

```lean
/-- A hybrid with fraction `b` reproduces the coupling-strength integral exactly when `b` is
the mean coupling strength with weight `-W'`. -/
theorem exact_iff {W W' : ℝ → ℝ} (h : DecreasingIntegrand W W') (b : ℝ) :
    ∫ l in (0 : ℝ)..1, W l = hybridValue W b ↔ b = couplingMean (fun l => -W' l) := by
  have hb := moment_bounds h
  have hpos := hb.1.trans hb.2
  rw [total_weight h] at hpos
  change _ ↔ b = (∫ l in (0 : ℝ)..1, l * -W' l) / (∫ l in (0 : ℝ)..1, -W' l)
  rw [first_moment h, total_weight h, eq_div_iff hpos.ne', hybridValue]
  constructor <;> intro e <;> linarith
```

For any real `b`, the hybrid is exact if and only if `b` equals the weighted mean. The proof inserts the two integrals and multiplies out the denominator, which `hpos` shows to be positive. What remains is $M=bD$ with both sides written in terms of $W$, and `linarith` settles each direction.

```lean
/-- Two-legged mixing fraction: a unique `b` gives `∫ W = b W(0) + (1 - b) W(1)`; it is the
mean coupling strength with weight `-W'`, and it lies strictly between 0 and 1. -/
theorem two_legged_mixing_fraction {W W' : ℝ → ℝ} (h : DecreasingIntegrand W W') :
    (∃! b : ℝ, ∫ l in (0 : ℝ)..1, W l = hybridValue W b) ∧
      ∫ l in (0 : ℝ)..1, W l = hybridValue W (couplingMean (fun l => -W' l)) ∧
      couplingMean (fun l => -W' l) ∈ Ioo (0 : ℝ) 1 := by
  have hb := moment_bounds h
  have hpos := hb.1.trans hb.2
  have hex := (exact_iff h _).2 rfl
  exact ⟨⟨_, hex, fun b e => (exact_iff h b).1 e⟩, hex,
    div_pos hb.1 hpos, (div_lt_one hpos).2 hb.2⟩
```

Read in words, there is exactly one real `b` for which the mixture equals the integral; the mean coupling strength with weight $-W'$ is such a `b`; and that mean lies in the open interval `Ioo 0 1`. Uniqueness is over all real numbers, so no second solution hides outside the unit interval. The three parts follow from `exact_iff` and the moment bounds.

Q: My code uses one fixed fraction for every molecule. Does this theorem justify it?

A: No. The fraction belongs to one curve, hence to one density, and nothing here makes it the same for two systems. What you do get is the error of a fixed choice $a$.

```lean
/-- The error of a hybrid with fraction `a` is the deviation of `a` from the mean coupling
strength, times the drop `W(0) - W(1)`. -/
theorem hybrid_error {W W' : ℝ → ℝ} (h : DecreasingIntegrand W W') (a : ℝ) :
    hybridValue W a - ∫ l in (0 : ℝ)..1, W l =
      (a - couplingMean (fun l => -W' l)) * (W 0 - W 1) := by
  rw [(exact_iff h _).2 rfl, hybridValue, hybridValue]
  ring
```

Within this endpoint-mixing model, with exact endpoint values, the error is $(a-b)\,(W(0)-W(1))$. Too much exact exchange therefore makes the energy too high, by an amount proportional to the drop of the curve. The proof replaces the integral by the exact hybrid and subtracts.

Q: What is the simplest curve I can test this on?

A: A straight line with negative slope. Its weight is constant, so $b$ is the plain average of $\lambda$, namely $1/2$. This is the case where the integrand is kept only to first order in $\lambda$.

Q: Real curves often bend upwards. Does that move $b$?

A: It moves it down, or leaves it in place. A convex curve lies on or below its chord, so $\int_0^1W\,d\lambda\le\tfrac12(W(0)+W(1))$. The error formula with $a=1/2$ then gives $(\tfrac12-b)D\ge0$, and $D>0$ yields $b\le1/2$. This bound is a short argument by hand, and the file does not contain it.

Q: Is there a concrete curve that meets all the assumptions?

A: Yes, a quadratic one. Its integral is elementary.

```lean
/-- The coupling-strength integral of the quadratic integrand `a λ + c λ²`. -/
theorem integral_quadratic (a c : ℝ) :
    ∫ l in (0 : ℝ)..1, (a * l + c * l ^ 2) = a / 2 + c / 3 := by
  rw [intervalIntegral.integral_add (Continuous.intervalIntegrable (by fun_prop) _ _)
    (Continuous.intervalIntegrable (by fun_prop) _ _), intervalIntegral.integral_const_mul,
    intervalIntegral.integral_const_mul, integral_id, integral_pow]
  norm_num
  ring
```

Take $W(\lambda)=-2\lambda+\lambda^2/2$, with slope $\lambda-2$, which is negative on $[0,1]$.

```lean
/-- The integrand `-2λ + λ²/2` has continuous negative slope `λ - 2` on `[0,1]`, and its
mean coupling strength with weight `2 - λ` is `4/9`. -/
theorem decreasingIntegrand_witness :
    DecreasingIntegrand (fun l => -2 * l + 1 / 2 * l ^ 2) (fun l => l - 2) ∧
      couplingMean (fun l => -(l - 2)) = 4 / 9 := by
  have h : DecreasingIntegrand (fun l => -2 * l + 1 / 2 * l ^ 2) (fun l => l - 2) := by
    refine ⟨fun x _ => ?_, by fun_prop, fun x hx => by linarith [hx.2]⟩
    have d := ((hasDerivAt_id' x).const_mul (-2)).fun_add
      (((hasDerivAt_id' x).fun_pow 2).const_mul (1 / 2))
    exact (d.congr_deriv (by norm_num; ring)).hasDerivWithinAt
  refine ⟨h, ((exact_iff h _).1 ?_).symm⟩
  rw [integral_quadratic, hybridValue]
  norm_num
```

The endpoint values are $0$ and $-3/2$, and the integral is $-5/6$. The mixing equation reads $-5/6=-(3/2)(1-b)$, so $b=4/9$. The curve is convex, and the value is indeed below $1/2$. In the proof, the derivative rules confirm the slope, and `exact_iff` turns the solved mixing equation into the value of the mean.

Q: Its exchange energy is zero. Is that a cheat?

A: It is unphysical, since the exchange energy of real electrons is negative; the curve is a mathematical test case. The value of $b$ does not depend on this. Adding a constant to $W$ changes both sides of the mixing equation equally, because the coefficients $b$ and $1-b$ sum to 1, so $b$ stays the same.

Q: Last doubt. Would it be enough that the curve ends lower than it starts?

A: For an arbitrary smooth function, not for the bounds on $b$. Take $W(\lambda)=-7\lambda+6\lambda^2$. It starts at $0$ and ends at $-1$, but its slope $-7+12\lambda$ turns positive beyond $\lambda=7/12$. By the variational argument above, no exact adiabatic connection rises like this, so the curve only tests the mathematical hypothesis. The integral is $-3/2$, below both endpoint values, so no mixture with a fraction in $[0,1]$ can reach it. The equation $-3/2=-(1-b)$ gives $b=-1/2$.

```lean
/-- For the integrand `-7λ + 6λ²` the only fraction that reproduces the coupling-strength
integral is `-1/2`. -/
theorem fraction_outside_unit_interval (b : ℝ) :
    ∫ l in (0 : ℝ)..1, (-7 * l + 6 * l ^ 2) =
      hybridValue (fun l => -7 * l + 6 * l ^ 2) b ↔ b = -1 / 2 := by
  rw [integral_quadratic, hybridValue]
  constructor <;> intro e <;> linarith

end

end TwoLeggedHybrid
```

```lean
#print axioms TwoLeggedHybrid.integral_twoLegged
#print axioms TwoLeggedHybrid.two_legged_mixing_fraction
#print axioms TwoLeggedHybrid.hybrid_error
#print axioms TwoLeggedHybrid.fraction_outside_unit_interval
```

```
'TwoLeggedHybrid.integral_twoLegged' depends on axioms: [propext, Classical.choice, Quot.sound]
'TwoLeggedHybrid.two_legged_mixing_fraction' depends on axioms: [propext, Classical.choice, Quot.sound]
'TwoLeggedHybrid.hybrid_error' depends on axioms: [propext, Classical.choice, Quot.sound]
'TwoLeggedHybrid.fraction_outside_unit_interval' depends on axioms: [propext, Classical.choice, Quot.sound]
```
